# Exponential approach to the steady state for Bloch equations with constant drive and positive T₁, T₂

A code that propagates a driven two-level system to its steady state needs a stopping time: how long must the run be before the Bloch vector may be recorded as stationary? For constant detuning and Rabi frequency, the tolerance, the two relaxation times and the initial distance from the steady state are enough to fix a safe value.

## The bound and the stationary vector

Let (u, v, w) be the Bloch vector in the rotating frame, with u and v the coherences and w the inversion. D is the detuning, R the Rabi frequency and w₀ the equilibrium inversion. The time T₁ describes relaxation of the populations, and T₂ the loss of coherence. The equations are

u′ = −u/T₂ − D v

v′ = D u − v/T₂ − R w

w′ = R v − (w − w₀)/T₁

For constant D and R, put N = 1 + D²T₂² + R²T₁T₂. The stationary vector is

p = (D R T₂² w₀, −R T₂ w₀, w₀(1 + D²T₂²)) / N

Write m = min(1/T₁, 1/T₂). Every solution r(t) on t ≥ 0 then tends to p and satisfies

|r(t) − p| ≤ exp(−m t) |r(0) − p|

## Stopping times and errors in the initial vector

If the initial distance is d₀ and the tolerance is ε, with 0 < ε < d₀, it suffices to propagate for

t = max(T₁, T₂) ln(d₀/ε)

Since p is known in closed form, such a run also tests an integrator: up to numerical error, a trajectory converged in the step size should not rise above the exponential envelope.

A companion bound compares two solutions under the same drive, which may depend on time. An error in the initial vector shrinks at least as fast as exp(−m t), whatever the pulse shape. If u, v and w are Pauli expectation values, the trace distance between two states is half the Euclidean distance, so for this single two-level system with phenomenological relaxation the bound also guarantees a minimum rate at which quantum states become indistinguishable.

## Precession and driving cancel in the squared distance

Take two solutions under the same drive and let δ₀, δ₁, δ₂ be the differences of their u, v and w components. The constant w₀ cancels:

δ₀′ = −δ₀/T₂ − D δ₁

δ₁′ = D δ₀ − δ₁/T₂ − R δ₂

δ₂′ = R δ₁ − δ₂/T₁

Multiply these by δ₀, δ₁ and δ₂ and add. The terms −D δ₀δ₁ and +D δ₁δ₀ cancel, as do −R δ₁δ₂ and +R δ₂δ₁. With d² = δ₀² + δ₁² + δ₂², this leaves

(d²)′ = −2[(δ₀² + δ₁²)/T₂ + δ₂²/T₁]

Let M = max(1/T₁, 1/T₂). Replacing both rates by the smaller or by the larger one gives

−2M d² ≤ (d²)′ ≤ −2m d²

Hence exp(2mt) d² never increases and exp(2Mt) d² never decreases. Comparing with t = 0 and taking square roots,

exp(−M t) d(0) ≤ d(t) ≤ exp(−m t) d(0)

To use this for the steady state, insert p into the equations. The first right-hand side is (−D R T₂ w₀ + D R T₂ w₀)/N = 0. The second is R w₀(D²T₂² + 1 − 1 − D²T₂²)/N = 0. In the third, R v = −R²T₂w₀/N, and (w − w₀)/T₁ has the same value. So p is a constant solution and can serve as the second trajectory. Because m > 0, the upper bound tends to zero.

Without driving, the rate m is the best possible one for all solutions together. For R = 0 and real a and b, the equations are solved by

u = a exp(−t/T₂) cos(D t)

v = a exp(−t/T₂) sin(D t)

w = w₀ + b exp(−t/T₁)

The stationary vector is now (0, 0, w₀), and the squared distance from it is a² exp(−2t/T₂) + b² exp(−2t/T₁). Suppose that a bound exp(−γt) holds for every solution. At t = 1, the choice a = 0, b = 1 gives γ ≤ 1/T₁, and a = 1, b = 0 gives γ ≤ 1/T₂. Conversely, for any γ ≤ m the bound follows from the one already derived. The two test solutions may start outside the unit ball of physical Bloch vectors; the optimality stated here is over all real solutions of the equations.

## A run with T₁ = 2 and T₂ = 1

In matching units take D = R = 1 and w₀ = −1, and start at (0, 0, −1). Then N = 4 and p = (−1/4, 1/4, −1/2). The initial difference is (1/4, −1/4, −1/2), so d₀² = 3/8 and d₀ ≈ 0.612.

The initial velocity is (0, 1, 0), and its inner product with the difference is −1/4. The relaxation terms alone give −(1/8 + 1/8) = −1/4, as they should. With m = 1/2, a tolerance of 0.001 is reached no later than t = 2 ln(612.4) ≈ 12.83.

## The Lean file

```lean
import Mathlib

open Set Filter Topology

namespace BlochRelaxation

noncomputable section

/-- A Bloch vector `(u, v, w)` with the Euclidean norm. -/
abbrev BlochVector := EuclideanSpace ℝ (Fin 3)

/-- Right-hand side of the Bloch equations with detuning `D`, Rabi frequency `R`, equilibrium
inversion `w0` and nonzero relaxation times `T1`, `T2`. -/
def blochField (T1 T2 w0 D R : ℝ) (r : BlochVector) : BlochVector :=
  !₂[-(r 0) / T2 - D * r 1, D * r 0 - r 1 / T2 - R * r 2, R * r 1 - (r 2 - w0) / T1]

/-- The trajectory `r` solves the Bloch equations for all times `t ≥ 0`, with detuning `D t` and
Rabi frequency `R t`. -/
def IsBlochSolution (T1 T2 w0 : ℝ) (D R : ℝ → ℝ) (r : ℝ → BlochVector) : Prop :=
  ∀ t, 0 ≤ t → HasDerivWithinAt r (blochField T1 T2 w0 (D t) (R t) (r t)) (Ici 0) t

/-- The steady Bloch vector under constant driving, for `T1, T2 > 0`. -/
def steadyState (T1 T2 w0 D R : ℝ) : BlochVector :=
  !₂[D * R * T2 ^ 2 * w0 / (1 + D ^ 2 * T2 ^ 2 + R ^ 2 * T1 * T2),
    -(R * T2 * w0) / (1 + D ^ 2 * T2 ^ 2 + R ^ 2 * T1 * T2),
    w0 * (1 + D ^ 2 * T2 ^ 2) / (1 + D ^ 2 * T2 ^ 2 + R ^ 2 * T1 * T2)]

/-- The squared distance of two Bloch vectors is the sum of the squared differences of their
components. -/
theorem dist_sq_eq (x y : BlochVector) :
    dist x y ^ 2 = (x 0 - y 0) ^ 2 + (x 1 - y 1) ^ 2 + (x 2 - y 2) ^ 2 := by
  rw [dist_eq_norm, EuclideanSpace.norm_sq_eq]
  simp [Fin.sum_univ_three]

/-- Detuning and driving drop out of the inner product of the difference of two Bloch vectors with
the difference of their velocities; only the relaxation terms remain. -/
theorem inner_field_sub (T1 T2 w0 D R : ℝ) (x y : BlochVector) :
    inner ℝ (x - y) (blochField T1 T2 w0 D R x - blochField T1 T2 w0 D R y) =
      -(1 / T2 * ((x 0 - y 0) ^ 2 + (x 1 - y 1) ^ 2) + 1 / T1 * (x 2 - y 2) ^ 2) := by
  simp [blochField, PiLp.inner_apply, Fin.sum_univ_three]
  ring

/-- A quantity whose rate of change is at most `-c` times itself for all times `t ≥ 0` is, at each
such time, at most its initial value times `exp (-c t)`. -/
theorem decay_of_rate_le {f f' : ℝ → ℝ} {c : ℝ}
    (hf : ∀ t, 0 ≤ t → HasDerivWithinAt f (f' t) (Ici 0) t)
    (hle : ∀ t, 0 ≤ t → f' t ≤ -c * f t) {t : ℝ} (ht : 0 ≤ t) :
    f t ≤ Real.exp (-(c * t)) * f 0 := by
  -- the rescaled quantity `exp (c t) f t` never increases
  have hg : ∀ s, 0 ≤ s → HasDerivWithinAt (fun x => Real.exp (c * x) * f x)
      (Real.exp (c * s) * (c * f s + f' s)) (Ici 0) s := by
    intro s hs
    have h1 : HasDerivAt (fun x : ℝ => Real.exp (c * x)) (Real.exp (c * s) * (c * 1)) s :=
      ((hasDerivAt_id' s).const_mul c).exp
    exact (h1.hasDerivWithinAt.mul (hf s hs)).congr_deriv (by ring)
  have anti : AntitoneOn (fun x => Real.exp (c * x) * f x) (Ici 0) := by
    apply antitoneOn_of_deriv_nonpos (convex_Ici 0)
    · exact fun s hs => (hg s hs).continuousWithinAt
    · intro s hs
      rw [interior_Ici] at hs
      exact ((hg s (le_of_lt hs)).hasDerivAt
        (Ici_mem_nhds hs)).differentiableAt.differentiableWithinAt
    · intro s hs
      rw [interior_Ici] at hs
      rw [((hg s (le_of_lt hs)).hasDerivAt (Ici_mem_nhds hs)).deriv]
      have h2 := hle s (le_of_lt hs)
      exact mul_nonpos_iff.2 (Or.inl ⟨(Real.exp_pos _).le, by linarith⟩)
  have h : Real.exp (c * t) * f t ≤ f 0 := by
    simpa using anti (mem_Ici.2 le_rfl) (mem_Ici.2 ht) ht
  calc f t = Real.exp (-(c * t)) * (Real.exp (c * t) * f t) := by
        rw [← mul_assoc, ← Real.exp_add]; simp
    _ ≤ _ := mul_le_mul_of_nonneg_left h (Real.exp_pos _).le

/-- Under the same, possibly time-dependent, drive the distance of two solutions at time `t ≥ 0`
lies between its initial value times `exp (-t max (1/T1, 1/T2))` and its initial value times `exp
(-t min (1/T1, 1/T2))`. -/
theorem dist_solutions_bounds {T1 T2 w0 : ℝ} {D R : ℝ → ℝ} {r s : ℝ → BlochVector}
    (hr : IsBlochSolution T1 T2 w0 D R r) (hs : IsBlochSolution T1 T2 w0 D R s)
    {t : ℝ} (ht : 0 ≤ t) :
    Real.exp (-(t * max (1 / T1) (1 / T2))) * dist (r 0) (s 0) ≤ dist (r t) (s t) ∧
      dist (r t) (s t) ≤ Real.exp (-(t * min (1 / T1) (1 / T2))) * dist (r 0) (s 0) := by
  have hd : ∀ x, 0 ≤ x → HasDerivWithinAt (fun x => dist (r x) (s x) ^ 2)
      (2 * -(1 / T2 * ((r x 0 - s x 0) ^ 2 + (r x 1 - s x 1) ^ 2)
        + 1 / T1 * (r x 2 - s x 2) ^ 2)) (Ici 0) x := by
    intro x hx
    rw [← inner_field_sub T1 T2 w0 (D x) (R x)]
    simp only [dist_eq_norm]
    exact ((hr x hx).sub (hs x hx)).norm_sq
  have hexp : ∀ m : ℝ, Real.exp (-(2 * m * t)) = Real.exp (-(t * m)) ^ 2 := by
    intro m
    rw [← Real.exp_nat_mul]
    congr 1
    push_cast
    ring
  constructor
  · -- lower bound: apply the decay lemma to minus the squared distance
    have h := decay_of_rate_le (c := 2 * max (1 / T1) (1 / T2)) (fun x hx => (hd x hx).fun_neg)
      (fun x _ => by
        rw [dist_sq_eq]
        have h1 := mul_le_mul_of_nonneg_right (le_max_left (1 / T1) (1 / T2))
          (sq_nonneg (r x 2 - s x 2))
        have h2 := mul_le_mul_of_nonneg_right (le_max_right (1 / T1) (1 / T2))
          (add_nonneg (sq_nonneg (r x 0 - s x 0)) (sq_nonneg (r x 1 - s x 1)))
        linarith) ht
    rw [hexp] at h
    apply (sq_le_sq₀ (by positivity) dist_nonneg).1
    rw [mul_pow]
    linarith
  · have h := decay_of_rate_le (c := 2 * min (1 / T1) (1 / T2)) hd
      (fun x _ => by
        rw [dist_sq_eq]
        have h1 := mul_le_mul_of_nonneg_right (min_le_left (1 / T1) (1 / T2))
          (sq_nonneg (r x 2 - s x 2))
        have h2 := mul_le_mul_of_nonneg_right (min_le_right (1 / T1) (1 / T2))
          (add_nonneg (sq_nonneg (r x 0 - s x 0)) (sq_nonneg (r x 1 - s x 1)))
        linarith) ht
    rw [hexp] at h
    apply (sq_le_sq₀ dist_nonneg (by positivity)).1
    rw [mul_pow]
    exact h

/-- The Bloch field vanishes at the steady state. -/
theorem blochField_steadyState {T1 T2 : ℝ} (h1 : 0 < T1) (h2 : 0 < T2) (w0 D R : ℝ) :
    blochField T1 T2 w0 D R (steadyState T1 T2 w0 D R) = 0 := by
  have hN : 1 + D ^ 2 * T2 ^ 2 + R ^ 2 * T1 * T2 ≠ 0 := by positivity
  ext i
  fin_cases i <;> simp [blochField, steadyState] <;> field_simp <;> ring

/-- Every solution of the Bloch equations with constant detuning and Rabi frequency tends to the
steady state, its distance shrinking at least as fast as `exp (-t min (1/T1, 1/T2))`. -/
theorem approach_to_steadyState {T1 T2 w0 D R : ℝ} (h1 : 0 < T1) (h2 : 0 < T2)
    {r : ℝ → BlochVector} (hr : IsBlochSolution T1 T2 w0 (fun _ => D) (fun _ => R) r) :
    (∀ t, 0 ≤ t → dist (r t) (steadyState T1 T2 w0 D R) ≤
      Real.exp (-(t * min (1 / T1) (1 / T2))) * dist (r 0) (steadyState T1 T2 w0 D R)) ∧
    Tendsto r atTop (𝓝 (steadyState T1 T2 w0 D R)) := by
  -- the steady state is itself a constant solution
  have hs : IsBlochSolution T1 T2 w0 (fun _ => D) (fun _ => R)
      (fun _ => steadyState T1 T2 w0 D R) := by
    intro t _
    rw [blochField_steadyState h1 h2]
    exact hasDerivWithinAt_const _ _ _
  have hb := fun t (ht : 0 ≤ t) => (dist_solutions_bounds hr hs ht).2
  refine ⟨hb, tendsto_iff_dist_tendsto_zero.2 ?_⟩
  have hm : 0 < min (1 / T1) (1 / T2) := lt_min (by positivity) (by positivity)
  have hl := (Real.tendsto_exp_neg_atTop_nhds_zero.comp
    (tendsto_id.atTop_mul_const hm)).mul_const (dist (r 0) (steadyState T1 T2 w0 D R))
  rw [zero_mul] at hl
  exact squeeze_zero' (Eventually.of_forall fun _ => dist_nonneg)
    ((eventually_ge_atTop 0).mono hb) hl

/-- Undriven evolution, for positive `T1`, `T2`: a transverse part with initial components `(a, 0)`
precesses and decays, and an initial excess inversion `b` relaxes. -/
def freeEvolution (T1 T2 w0 D a b t : ℝ) : BlochVector :=
  (a * (Real.exp (-t / T2) * Real.cos (D * t))) • !₂[1, 0, 0] +
    (a * (Real.exp (-t / T2) * Real.sin (D * t))) • !₂[0, 1, 0] +
    (w0 + b * Real.exp (-t / T1)) • !₂[0, 0, 1]

/-- The free evolution solves the Bloch equations with zero Rabi frequency. -/
theorem freeEvolution_isSolution (T1 T2 w0 D a b : ℝ) :
    IsBlochSolution T1 T2 w0 (fun _ => D) (fun _ => 0) (freeEvolution T1 T2 w0 D a b) := by
  intro t _
  have hE : ∀ T : ℝ, HasDerivAt (fun x : ℝ => Real.exp (-x / T))
      (Real.exp (-t / T) * (-1 / T)) t :=
    fun T => ((hasDerivAt_id' t).fun_neg.div_const T).exp
  have hD := (hasDerivAt_id' t).const_mul D
  have h := (((((hE T2).fun_mul hD.cos).const_mul a).smul_const (!₂[1, 0, 0] : BlochVector)).fun_add
    ((((hE T2).fun_mul hD.sin).const_mul a).smul_const (!₂[0, 1, 0] : BlochVector))).fun_add
    ((((hE T1).const_mul b).const_add w0).smul_const (!₂[0, 0, 1] : BlochVector))
  refine h.hasDerivWithinAt.congr_deriv ?_
  ext i
  fin_cases i <;> simp [blochField, freeEvolution] <;> ring

/-- In free evolution the squared distance from the steady state is the sum of a transverse part `(a
exp (-t/T2))²` and a longitudinal part `(b exp (-t/T1))²`. -/
theorem freeEvolution_dist_sq (T1 T2 w0 D a b t : ℝ) :
    dist (freeEvolution T1 T2 w0 D a b t) (steadyState T1 T2 w0 D 0) ^ 2 =
      (a * Real.exp (-t / T2)) ^ 2 + (b * Real.exp (-t / T1)) ^ 2 := by
  have hN : 1 + D ^ 2 * T2 ^ 2 ≠ 0 := by positivity
  have hs : steadyState T1 T2 w0 D 0 = !₂[0, 0, w0] := by simp [steadyState, hN]
  have e0 : freeEvolution T1 T2 w0 D a b t 0 =
      a * (Real.exp (-t / T2) * Real.cos (D * t)) := by simp [freeEvolution]
  have e1 : freeEvolution T1 T2 w0 D a b t 1 =
      a * (Real.exp (-t / T2) * Real.sin (D * t)) := by simp [freeEvolution]
  have e2 : freeEvolution T1 T2 w0 D a b t 2 = w0 + b * Real.exp (-t / T1) := by
    simp [freeEvolution]
  have s0 : (!₂[0, 0, w0] : BlochVector) 0 = 0 := by simp
  have s1 : (!₂[0, 0, w0] : BlochVector) 1 = 0 := by simp
  have s2 : (!₂[0, 0, w0] : BlochVector) 2 = w0 := by simp
  rw [hs, dist_sq_eq, e0, e1, e2, s0, s1, s2]
  linear_combination (a * Real.exp (-t / T2)) ^ 2 * Real.sin_sq_add_cos_sq (D * t)

/-- Without driving, an exponential bound with rate `γ` holds for all solutions exactly when `γ`
is at most the smaller of the two relaxation rates. -/
theorem undriven_rate_iff {T1 T2 : ℝ} (h1 : 0 < T1) (h2 : 0 < T2) (w0 D γ : ℝ) :
    (∀ r, IsBlochSolution T1 T2 w0 (fun _ => D) (fun _ => 0) r → ∀ t, 0 ≤ t →
      dist (r t) (steadyState T1 T2 w0 D 0) ≤
        Real.exp (-(t * γ)) * dist (r 0) (steadyState T1 T2 w0 D 0)) ↔
    γ ≤ min (1 / T1) (1 / T2) := by
  constructor
  · intro h
    -- test the bound at time one on a purely longitudinal and a purely transverse deviation
    have key : ∀ a b T : ℝ, (∀ t, dist (freeEvolution T1 T2 w0 D a b t)
        (steadyState T1 T2 w0 D 0) ^ 2 = Real.exp (-t / T) ^ 2) → γ ≤ 1 / T := by
      intro a b T hT
      have hd := fun t => (sq_eq_sq₀ dist_nonneg (Real.exp_pos _).le).1 (hT t)
      have hb := h _ (freeEvolution_isSolution T1 T2 w0 D a b) 1 zero_le_one
      rw [hd, hd, neg_zero, zero_div, Real.exp_zero, mul_one, Real.exp_le_exp, neg_div] at hb
      linarith
    exact le_min (key 0 1 T1 fun t => by rw [freeEvolution_dist_sq]; ring)
      (key 1 0 T2 fun t => by rw [freeEvolution_dist_sq]; ring)
  · intro hγ r hr t ht
    refine ((approach_to_steadyState h1 h2 hr).1 t ht).trans ?_
    refine mul_le_mul_of_nonneg_right (Real.exp_le_exp.2 ?_) dist_nonneg
    exact neg_le_neg (mul_le_mul_of_nonneg_left hγ ht)

end

end BlochRelaxation
```

```lean
#print axioms BlochRelaxation.approach_to_steadyState
#print axioms BlochRelaxation.undriven_rate_iff
```

```
'BlochRelaxation.approach_to_steadyState' depends on axioms: [propext, Classical.choice, Quot.sound]
'BlochRelaxation.undriven_rate_iff' depends on axioms: [propext, Classical.choice, Quot.sound]
```

## How the statements map to the physics

`BlochVector` is three-dimensional real Euclidean space, so `dist` is the ordinary distance; components 0, 1 and 2 are u, v and w. For a trajectory, `r 0` is the vector at time zero and `r t 0` its u component at time t. `blochField` is the right-hand side of the equations and fixes their signs. `IsBlochSolution` requires this field to be the derivative at every t ≥ 0, one-sided at t = 0.

`approach_to_steadyState` contains the bound and the limit, for positive `T1` and `T2`. `dist_solutions_bounds` gives both exponential estimates for two solutions under the drive `D t`, `R t`. It has no sign condition on the relaxation times, but its upper bound describes decay only when both are positive. `undriven_rate_iff` states the optimality of m at zero Rabi frequency.

In the proof, `inner_field_sub` carries out the cancellation, with `ring` collecting the terms. `dist_solutions_bounds` differentiates the squared distance and applies `decay_of_rate_le` twice: to d² for the upper bound and to −d² for the lower one. The lemma `sq_le_sq₀` then takes the square roots. `blochField_steadyState` clears denominators with `field_simp`, and `squeeze_zero'` turns the exponential bound into the limit. For optimality, `freeEvolution_isSolution` differentiates the undriven solution, `freeEvolution_dist_sq` computes its distance using sin² + cos² = 1, and `key` compares exponents at time one.

## Monotonicity from a derivative on the open half-line

The proof turns on Mathlib's `antitoneOn_of_deriv_nonpos`, used inside `decay_of_rate_le`. On a convex set, it asks for continuity everywhere but for a nonpositive derivative only in the interior. This suits an initial-value problem. The function `r` is defined for all real times, yet nothing is assumed about it before t = 0, so a two-sided derivative at the starting time need not exist.

The lemma `interior_Ici` reduces the derivative condition to t > 0. There `Ici_mem_nhds` says that the half-line contains a neighbourhood of t, which turns the one-sided derivative into an ordinary one. Continuity carries the comparison back to t = 0.

## Exact trajectories, smooth switching and fixed relaxation times

The bounds concern exact solutions. A time-stepping scheme adds its own error and may even be unstable at a large step. The theorems describe every solution but do not construct one for each initial vector and drive.

Because the derivative must exist at every time, a square pulse, which generally puts a kink in the trajectory, has to be treated segment by segment. The steady-state theorem is stated for constant D and R; for a time-dependent drive the file proves only the comparison of two solutions.

The model is one two-level system in the rotating frame, with constant T₁ and T₂ and relaxation towards a fixed w₀. None of the conditions |w₀| ≤ 1, T₂ ≤ 2T₁ and |r(0)| ≤ 1 is imposed, so whether the parameters and the initial vector are physical has to be checked separately. At a given nonzero Rabi frequency the true decay may be faster than exp(−m t), and the stopping time is then safe but longer than necessary.
